# In a coupled two-state model, the energy gap is proportional to the distance from a complex degeneracy

Q: I expand a ground-state energy in powers of the perturbation strength, and the series diverges at full strength. Yet nothing looks wrong at either end. In units of the unperturbed spacing, the gap to the next state is 1 with the perturbation off and about 1.02 with it fully on. What did I miss?

A: Possibly an intruder state: a level that comes down as the perturbation grows, nearly meets yours, and separates again. Take two states with unperturbed energies 0 and 1. The perturbation shifts the upper one by $g$ and couples the two by $d$, both real, and $z$ is its strength:

$$H(z)=\begin{pmatrix}0&zd\\ zd&1+zg\end{pmatrix}.$$

With $g=-2$ and $d=0.1$ you get exactly your two gaps. In between, near $z=0.495$, the gap falls to about $0.0995$. The levels never meet at real $z$, but they do meet at a complex $z$ close by, with $|z|\approx0.498$. The energy has a square-root singularity there, so its power series about $z=0$ diverges at $z=1$. That last inference is ordinary complex analysis which I am adding; the formal theorems concern the levels and the matrix.

Q: Then what exactly is claimed about the levels?

A: For $d\neq0$, put $z_*=-1/(g+2id)$. At real strength $x$ the gap is $\sqrt{g^2+4d^2}\,|x-z_*|$. It is smallest at $x=\operatorname{Re}z_*$ and nowhere else, and its value there is $2|d|/\sqrt{g^2+4d^2}>0$.

Q: Show me that without a computer.

A: The characteristic determinant is $t(t-1-zg)-z^2d^2$. If its roots are $a$ and $b$, then $a+b=1+zg$ and $ab=-z^2d^2$, so

$$(a-b)^2=(a+b)^2-4ab=(1+zg)^2+4z^2d^2=\bigl(1+(g+2id)z\bigr)\bigl(1+(g-2id)z\bigr).$$

Since $(g+2id)z_*=-1$, the first factor is $(g+2id)(z-z_*)$. Conjugating, the second is $(g-2id)(z-\bar z_*)$. Hence

$$(a-b)^2=(g^2+4d^2)(z-z_*)(z-\bar z_*).$$

At real $z=x$ the last two factors multiply to $|x-z_*|^2$, and the square root gives the gap. Next,

$$z_*=\frac{-g+2id}{g^2+4d^2},\qquad |x-z_*|^2=(x-\operatorname{Re}z_*)^2+(\operatorname{Im}z_*)^2.$$

The minimum is therefore at $x=\operatorname{Re}z_*$ only, at distance $|\operatorname{Im}z_*|=2|d|/(g^2+4d^2)$. Multiplying by $\sqrt{g^2+4d^2}$ gives the stated gap.

Q: Fine. My doubt is whether the Lean version speaks about the same Hamiltonian.

A: It starts with the matrix itself.

```lean
import Mathlib

open Complex

namespace IntruderAvoidedCrossing

noncomputable section

/-- The two-state Hamiltonian at complex perturbation strength `z`: unperturbed levels `0` and `1`,
off-diagonal coupling `z d`, and a shift `z g` of the upper state. -/
def H (g d : ℝ) (z : ℂ) : Matrix (Fin 2) (Fin 2) ℂ :=
  !![0, z * d; z * d, 1 + z * g]
```

The parameters `g` and `d` have type `ℝ`, while `z` has type `ℂ`. The matrix element between the states is `z * d`. For non-real `z` the matrix is in general symmetric but not Hermitian, so complex eigenvalues are expected.

Q: And "eigenvalues"? At a degeneracy, a set of eigenvalues would hold only one number.

A: That is why they are defined as a pair that factors the characteristic determinant for every `t`. A double root is then a pair with `a = b`.

```lean
/-- The numbers `a` and `b` are the two eigenvalues of `H(z)`, counted with multiplicity:
they factor its characteristic determinant. -/
def IsEigenvaluePair (g d : ℝ) (z a b : ℂ) : Prop :=
  ∀ t : ℂ, (t • (1 : Matrix (Fin 2) (Fin 2) ℂ) - H g d z).det = (t - a) * (t - b)
```

Q: The next name makes me suspicious. Calling a number `branchPoint` doesn't make it one.

A: Agreed. By definition it is only the number $z_*$. Its role comes from the theorems: the splitting formula puts a simple zero of $(a-b)^2$ there.

```lean
/-- The complex perturbation strength `-1/(g + 2id)`, for `g` and `d` not both zero. If both are
zero, Lean's convention for division by zero gives `0`. -/
def branchPoint (g d : ℝ) : ℂ := -1 / (g + 2 * d * I)
```

The real levels are written out explicitly, and the gap is their difference.

```lean
/-- The upper energy level at real perturbation strength `x`. -/
def upperLevel (g d x : ℝ) : ℝ :=
  (1 + x * g + Real.sqrt ((1 + x * g) ^ 2 + 4 * (x * d) ^ 2)) / 2

/-- The lower energy level at real perturbation strength `x`. -/
def lowerLevel (g d x : ℝ) : ℝ :=
  (1 + x * g - Real.sqrt ((1 + x * g) ^ 2 + 4 * (x * d) ^ 2)) / 2

/-- The energy gap between the two levels at real perturbation strength `x`. -/
def gap (g d x : ℝ) : ℝ := upperLevel g d x - lowerLevel g d x
```

Q: Those formulas could be anything. Who says they belong to `H`?

A: A theorem further down, `levels_isEigenvaluePair`. Two preparatory lemmas come first. One expands the determinant, and the other records $(g+2id)z_*=-1$, after checking that the denominator is non-zero because its imaginary part is $2d$.

```lean
lemma det_eq (g d : ℝ) (z t : ℂ) :
    (t • (1 : Matrix (Fin 2) (Fin 2) ℂ) - H g d z).det
      = t * (t - 1 - z * g) - (z * d) ^ 2 := by
  simp [H, Matrix.det_fin_two]
  ring

lemma mul_branchPoint {g d : ℝ} (hd : d ≠ 0) :
    ((g : ℂ) + 2 * d * I) * branchPoint g d = -1 := by
  have hne : (g : ℂ) + 2 * d * I ≠ 0 := by
    intro h
    have h' := congrArg Complex.im h
    simp at h'
    exact hd h'
  exact mul_div_cancel₀ _ hne
```

Taking real and imaginary parts of that relation gives two real linear equations for $\operatorname{Re}z_*$ and $\operatorname{Im}z_*$. The two `linear_combination` lines solve them by elimination.

```lean
/-- For `d ≠ 0` the branch point has real part `-g/(g² + 4d²)` and imaginary part
`2d/(g² + 4d²)`. -/
theorem branchPoint_re_im {g d : ℝ} (hd : d ≠ 0) :
    (branchPoint g d).re = -g / (g ^ 2 + 4 * d ^ 2) ∧
      (branchPoint g d).im = 2 * d / (g ^ 2 + 4 * d ^ 2) := by
  have hS : g ^ 2 + 4 * d ^ 2 ≠ 0 := by positivity
  have h := mul_branchPoint (g := g) hd
  have hre := congrArg Complex.re h
  have him := congrArg Complex.im h
  simp at hre him
  -- solve the two real linear equations for the real and imaginary parts
  constructor
  · rw [eq_div_iff hS]
    linear_combination g * hre + 2 * d * him
  · rw [eq_div_iff hS]
    linear_combination g * him - 2 * d * hre
```

Q: Does the splitting formula hold at complex strength, or only on the real axis?

A: At every complex `z`, for any pair `a`, `b` that satisfies the definition. Such a pair always exists, since a complex quadratic factors. As $g^2+4d^2\neq0$, the formula shows that the two eigenvalues coincide exactly when $z$ is $z_*$ or its conjugate, which Lean writes as `starRingEnd ℂ (branchPoint g d)`.

```lean
/-- For `d ≠ 0` the squared splitting of the eigenvalues at any complex strength `z` is `g² + 4d²`
times the product of the displacements from the branch point and its conjugate. -/
theorem splitting_sq {g d : ℝ} (hd : d ≠ 0) {z a b : ℂ} (h : IsEigenvaluePair g d z a b) :
    (a - b) ^ 2 = ((g : ℂ) ^ 2 + 4 * d ^ 2) *
      ((z - branchPoint g d) * (z - starRingEnd ℂ (branchPoint g d))) := by
  have h0 := h 0
  have h1 := h 1
  rw [det_eq] at h0 h1
  have hsum : a + b = 1 + z * g := by linear_combination h1 - h0
  have hp := mul_branchPoint (g := g) hd
  have hc := congrArg (starRingEnd ℂ) hp
  simp only [map_mul, map_add, conj_ofReal, conj_I, map_neg, map_one, map_ofNat] at hc
  have hq : ((g : ℂ) - 2 * d * I) * starRingEnd ℂ (branchPoint g d) = -1 := by
    linear_combination hc
  -- the discriminant splits into two linear factors
  calc (a - b) ^ 2 = (1 + z * g) ^ 2 + 4 * (z * d) ^ 2 := by
        linear_combination (a + b + 1 + z * g) * hsum + 4 * h0
    _ = (((g : ℂ) + 2 * d * I) * z - (-1)) * (((g : ℂ) - 2 * d * I) * z - (-1)) := by
        linear_combination (4 * z ^ 2 * (d : ℂ) ^ 2) * I_sq
    _ = (((g : ℂ) + 2 * d * I) * z - ((g : ℂ) + 2 * d * I) * branchPoint g d) *
          (((g : ℂ) - 2 * d * I) * z
            - ((g : ℂ) - 2 * d * I) * starRingEnd ℂ (branchPoint g d)) := by
        rw [hp, hq]
    _ = _ := by
        linear_combination (-4 * (d : ℂ) ^ 2 * ((z - branchPoint g d) *
          (z - starRingEnd ℂ (branchPoint g d)))) * I_sq
```

The proof evaluates the determinant identity at $t=0$, which gives the product $ab$, and at $t=1$, which then gives the sum $a+b$. The `calc` chain is the calculation above: discriminant, two linear factors, replacement of each $-1$ by its expression in $z_*$ or $\bar z_*$, and collection of the prefactor.

Q: Now the link between the explicit levels and the matrix.

A: Here it is, for all real `g`, `d` and `x`, with no condition on `d`. The only non-algebraic input is that the square root squares back to its argument, which holds because the argument is a sum of squares.

```lean
/-- At real perturbation strength the upper and lower levels are the two eigenvalues of the
Hamiltonian. -/
theorem levels_isEigenvaluePair (g d x : ℝ) :
    IsEigenvaluePair g d x (upperLevel g d x) (lowerLevel g d x) := by
  intro t
  have hs : ((Real.sqrt ((1 + x * g) ^ 2 + 4 * (x * d) ^ 2) : ℝ) : ℂ) ^ 2
      = (1 + x * g) ^ 2 + 4 * (x * d) ^ 2 := by
    rw [← ofReal_pow, Real.sq_sqrt (by positivity)]
    push_cast
    rfl
  rw [det_eq, upperLevel, lowerLevel]
  push_cast
  linear_combination (1 / 4 : ℂ) * hs
```

Q: So the distance law is just the square root of the splitting formula?

A: Mathematically, yes. The Lean proof takes a more direct route: it inserts the known real and imaginary parts of $z_*$ and verifies $(1+xg)^2+4(xd)^2=(g^2+4d^2)|x-z_*|^2$. The gap is the non-negative square root of the left side, because the halves in the two level formulas add up to one whole root.

```lean
/-- For `d ≠ 0` the gap at real strength `x` is `√(g² + 4d²)` times the distance from `x` to the
branch point in the complex plane. -/
theorem gap_eq_distance {g d : ℝ} (hd : d ≠ 0) (x : ℝ) :
    gap g d x = Real.sqrt (g ^ 2 + 4 * d ^ 2) * ‖(x : ℂ) - branchPoint g d‖ := by
  have hS : 0 < g ^ 2 + 4 * d ^ 2 := by positivity
  obtain ⟨hre, him⟩ := branchPoint_re_im (g := g) hd
  have hD : (1 + x * g) ^ 2 + 4 * (x * d) ^ 2
      = (g ^ 2 + 4 * d ^ 2) * ‖(x : ℂ) - branchPoint g d‖ ^ 2 := by
    rw [Complex.sq_norm, normSq_apply]
    simp only [sub_re, sub_im, ofReal_re, ofReal_im, hre, him]
    field_simp
    ring
  have hg : gap g d x = Real.sqrt ((1 + x * g) ^ 2 + 4 * (x * d) ^ 2) := by
    unfold gap upperLevel lowerLevel
    ring
  rw [hg, hD, Real.sqrt_mul hS.le, Real.sqrt_sq (norm_nonneg _)]
```

Q: And the avoided crossing? I want the minimum over the whole axis, not just a stationary point.

A: The theorem has three parts: the value at $\operatorname{Re}z_*$, its positivity, and a strictly larger gap at every other real `x`. So the minimum is global and unique.

```lean
/-- Avoided crossing: for `d ≠ 0` the gap on the real axis is smallest exactly at the real
part of the branch point, where it is positive and equals `2|d|/√(g² + 4d²)`. -/
theorem avoided_crossing {g d : ℝ} (hd : d ≠ 0) :
    gap g d (branchPoint g d).re = 2 * |d| / Real.sqrt (g ^ 2 + 4 * d ^ 2) ∧
      0 < gap g d (branchPoint g d).re ∧
      ∀ x : ℝ, x ≠ (branchPoint g d).re →
        gap g d (branchPoint g d).re < gap g d x := by
  have hS : 0 < g ^ 2 + 4 * d ^ 2 := by positivity
  have hr : 0 < Real.sqrt (g ^ 2 + 4 * d ^ 2) := Real.sqrt_pos.2 hS
  -- the real part of the branch point lies at distance |Im| from the branch point
  have hn : ‖((branchPoint g d).re : ℂ) - branchPoint g d‖ = |(branchPoint g d).im| := by
    have e : ((branchPoint g d).re : ℂ) - branchPoint g d
        = ((-(branchPoint g d).im : ℝ) : ℂ) * I := by
      apply Complex.ext <;> simp
    rw [e, norm_mul, norm_I, mul_one, norm_real, Real.norm_eq_abs, abs_neg]
  have hv : gap g d (branchPoint g d).re
      = 2 * |d| / Real.sqrt (g ^ 2 + 4 * d ^ 2) := by
    rw [gap_eq_distance hd, hn, (branchPoint_re_im hd).2, abs_div, abs_mul, abs_two,
      abs_of_pos hS, eq_div_iff hr.ne', mul_right_comm, Real.mul_self_sqrt hS.le]
    exact mul_div_cancel₀ _ hS.ne'
  refine ⟨hv, ?_, fun x hx => ?_⟩
  · rw [hv]
    have := abs_pos.2 hd
    positivity
  · rw [gap_eq_distance hd, gap_eq_distance hd, hn]
    refine mul_lt_mul_of_pos_left ?_ hr
    refine lt_of_pow_lt_pow_left₀ 2 (norm_nonneg _) ?_
    rw [sq_abs, Complex.sq_norm, normSq_apply]
    simp only [sub_re, sub_im, ofReal_re, ofReal_im]
    have := pow_pos (abs_pos.2 (sub_ne_zero.2 hx)) 2
    rw [sq_abs] at this
    nlinarith
```

In the proof, `hn` says that the distance from $\operatorname{Re}z_*$ to $z_*$ is $|\operatorname{Im}z_*|$, and `hv` turns this into the gap. For the strict inequality, both distances are squared, and what remains is that $(x-\operatorname{Re}z_*)^2$ is positive when $x\neq\operatorname{Re}z_*$. No derivative is taken.

Q: Does it still make sense when $g=0$?

A: Yes. Then $z_*=i/(2d)$ lies on the imaginary axis, the minimum sits at $x=0$, and the formula gives a gap of 1, the unperturbed spacing. For $g>0$ the closest approach moves to negative $x$, so a scan from 0 to 1 doesn't pass through it.

Q: What if I drop $d\neq0$?

A: Take $d=0$ and $g=-1$. The levels are $0$ and $1-x$, and they cross at $x=1=z_*$. The smallest gap is zero, so positivity fails. The matrix $H(1)$ is also zero, an ordinary degeneracy with two independent eigenvectors.

Q: Isn't the complex degeneracy just the same thing at an inconvenient place?

A: No, the matrix behaves differently. Subtract the mean level $m=(1+gz_*)/2$. From $(g+2id)z_*=-1$ we get $1+gz_*=-2idz_*$, so $m=-idz_*$. The remainder is

$$N=\begin{pmatrix}-m&z_*d\\ z_*d&m\end{pmatrix},\qquad N^2=\bigl(m^2+z_*^2d^2\bigr)\mathbf 1=0,$$

where $\mathbf 1$ is the unit matrix. But $N\neq0$, because $z_*d\neq0$. A diagonalisable matrix with zero square would itself be zero, so $H(z_*)$ lacks a full set of eigenvectors. At a crossing of real levels in a Hermitian two-state problem, the corresponding remainder is zero.

```lean
/-- For `d ≠ 0` the Hamiltonian at the branch point, measured from its mean level, is a
non-zero matrix whose square vanishes. -/
theorem defective_at_branchPoint {g d : ℝ} (hd : d ≠ 0) :
    let N := H g d (branchPoint g d) -
      ((1 + branchPoint g d * g) / 2) • (1 : Matrix (Fin 2) (Fin 2) ℂ)
    N * N = 0 ∧ N ≠ 0 := by
  intro N
  have hp := mul_branchPoint (g := g) hd
  have hb : branchPoint g d ≠ 0 := by
    intro h
    rw [h] at hp
    simp at hp
  obtain ⟨m, hm⟩ : ∃ m : ℂ, m = (1 + branchPoint g d * g) / 2 := ⟨_, rfl⟩
  have hN : N = !![-m, branchPoint g d * d; branchPoint g d * d, m] := by
    change H g d (branchPoint g d) - ((1 + branchPoint g d * g) / 2) •
      (1 : Matrix (Fin 2) (Fin 2) ℂ) = _
    rw [← hm]
    ext i j
    fin_cases i <;> fin_cases j <;> simp [H]
    linear_combination (-2 : ℂ) * hm
  -- at the branch point the mean level equals -i d z
  have hmz : m = -(branchPoint g d * d * I) := by
    linear_combination hm + (1 / 2 : ℂ) * hp
  have hsq : m * m + branchPoint g d * d * (branchPoint g d * d) = 0 := by
    rw [hmz]
    linear_combination (branchPoint g d * d) ^ 2 * I_sq
  constructor
  · have h11 : -m * -m + branchPoint g d * d * (branchPoint g d * d) = 0 := by
      linear_combination hsq
    have h12 : -m * (branchPoint g d * d) + branchPoint g d * d * m = 0 := by ring
    have h21 : branchPoint g d * d * -m + m * (branchPoint g d * d) = 0 := by ring
    have h22 : branchPoint g d * d * (branchPoint g d * d) + m * m = 0 := by
      linear_combination hsq
    rw [hN, Matrix.mul_fin_two, h11, h12, h21, h22]
    ext i j
    fin_cases i <;> fin_cases j <;> rfl
  · intro h
    rw [hN] at h
    have h01 : branchPoint g d * d = 0 := congrFun (congrFun h 0) 1
    exact mul_ne_zero hb (ofReal_ne_zero.2 hd) h01

end

end IntruderAvoidedCrossing
```

The theorem states the two facts $N^2=0$ and $N\neq0$. Its proof writes $N$ in the form above (`hN`), finds the mean level (`hmz`), and checks the four entries of the square. For $N\neq0$ it looks at the entry in row 0, column 1, which is $z_*d$.

```lean
#print axioms IntruderAvoidedCrossing.levels_isEigenvaluePair
#print axioms IntruderAvoidedCrossing.gap_eq_distance
#print axioms IntruderAvoidedCrossing.avoided_crossing
#print axioms IntruderAvoidedCrossing.defective_at_branchPoint
```

```
'IntruderAvoidedCrossing.levels_isEigenvaluePair' depends on axioms: [propext, Classical.choice, Quot.sound]
'IntruderAvoidedCrossing.gap_eq_distance' depends on axioms: [propext, Classical.choice, Quot.sound]
'IntruderAvoidedCrossing.avoided_crossing' depends on axioms: [propext, Classical.choice, Quot.sound]
'IntruderAvoidedCrossing.defective_at_branchPoint' depends on axioms: [propext, Classical.choice, Quot.sound]
```

Q: My molecule has more than two states. How much of this may I take home?

A: The step you must justify yourself is the reduction to two states with constant $g$ and $d$. In a many-electron problem other states also mix in, and an effective two-state description may have parameters that vary with the strength. Within the two-state model, the result bears on perturbation series for correlation energies: a small minimum gap at real strength reveals a complex degeneracy that is close to the real axis compared with its distance from the origin, and its position matters for convergence even when the gaps at both ends look comfortable.

Q: So the size of the smallest gap tells me whether the series converges?

A: Not by itself. Convergence at $z=1$ depends on how far $z_*$ is from the origin, and $|z_*|=1/\sqrt{g^2+4d^2}$. The smallest gap is $2|d|\,|z_*|$, so it can be small because $d$ is small while $z_*$ lies well outside the unit disc. With $g=-0.5$ and $d=0.01$, for instance, the smallest gap is about $0.04$, but it occurs near $x=2$, beyond full strength. You need the place of the closest approach as well as its size.
